# Zero-average cluster terms of an alloy energy exist and are unique on finitely many sites

## When a pair energy has no definite value

A cluster expansion writes the energy of an alloy as a constant plus point, pair and higher terms. Without a further condition, this split is ambiguous. Any function of the species on site 1 can be added to the point term of site 1 and subtracted from the pair term of sites 1 and 2. The total energy stays the same, but the "pair energy" changes.

A common remedy expands in products of chosen point functions, whose coefficients depend on that choice. Here the terms are fixed by site weights instead: each term must average to zero over every single site of its cluster.

In fits of cluster expansions to computed alloy energies, this gives a pair or triplet term a meaning independent of the point basis, for a finite set of sites and fixed product weights.

## Weights, averages and the claim

Let $x$ be a configuration, with species $x_i$ on site $i$. Each species $a$ has a real weight $w_i(a)$, with $\sum_a w_i(a)=1$. Physically, $w_i(a)$ is the concentration of $a$ on site $i$ in a reference random alloy whose sites are occupied independently, and the sum is one because each site holds exactly one species; a vacancy counts as a species. The algebra needs no positivity.

Write $x^{i\to a}$ for $x$ with species $a$ put on site $i$, and let

$$P(y)=\prod_i w_i(y_i),\qquad (A_iF)(x)=\sum_a w_i(a)\,F(x^{i\to a}).$$

For a cluster $T$, let $x_Ty$ have the species of $x$ on $T$ and those of $y$ elsewhere. The conditional average of the energy $E$ and the cluster term are

$$m_T(x)=\sum_y P(y)\,E(x_Ty),\qquad F_S=\sum_{T\subseteq S}(-1)^{|S|+|T|}m_T .$$

For two sites, $F_{\{1,2\}}=E-m_{\{1\}}-m_{\{2\}}+m_\emptyset$.

The claim is that $E=\sum_S F_S$, and that these are the only terms with sum $E$ which depend only on the species in $S$ and satisfy $A_iF_S=0$ for every $i\in S$.

## Derivation

**Averaging one site first.** For any function $G$,

$$\sum_y P(y)(A_iG)(y)=\sum_{y,a}P(y)w_i(a)G(y^{i\to a}).$$

Exchange $a$ with $y_i$. Since $P(y^{i\to a})w_i(y_i)=P(y)w_i(a)$, the sum becomes $\sum_{y,a}P(y)w_i(a)G(y)=\sum_yP(y)G(y)$.

**Zero site averages.** Each $m_T$ depends only on the species in $T$, so $F_S$ depends only on those in $S$. For $i\notin T$, $(x^{i\to a})_{T\cup\{i\}}y=x_T(y^{i\to a})$, so the first step gives $A_im_{T\cup\{i\}}=m_T$. Also $A_im_T=m_T$, because the weights sum to one. With $S=R\cup\{i\}$ and $i\notin R$,

$$F_S=\sum_{T\subseteq R}(-1)^{|R|+|T|}\left(m_{T\cup\{i\}}-m_T\right),$$

and $A_i$ turns every bracket into $m_T-m_T=0$.

**Existence.** We show $\sum_{S\subseteq U}F_S=m_U$ by induction on $U$, for arbitrary quantities $m_T$. For $U=\emptyset$ both sides are $m_\emptyset$. When a site $i$ is added to $U$, the old clusters contribute $m_U$. By the bracket formula and the induction hypothesis for both $m_{T\cup\{i\}}$ and $m_T$, the new ones contribute $m_{U\cup\{i\}}-m_U$. If $U$ contains all sites, $m_U=E$, because $\sum_yP(y)=\prod_i\sum_aw_i(a)=1$.

**Uniqueness.** Let $E=\sum_RG_R$ be another admissible decomposition, and take its conditional average on $T$. If $R\subseteq T$, $G_R$ is unchanged. Otherwise some $i\in R$ lies outside $T$, and averaging over $i$ first gives zero. Hence

$$\sum_{R\subseteq T}G_R=m_T=\sum_{R\subseteq T}F_R .$$

Set $T=S$. If the terms agree on all proper subclusters of $S$, subtraction gives $G_S=F_S$. Induction over clusters finishes the argument.

**Locality.** If $E$ depends only on the species in $U$ and $S$ contains a site $i\notin U$, then $m_{T\cup\{i\}}=m_T$ in every bracket, so $F_S=0$.

## The statement in Lean

`existsUnique_cluster_decomposition` says that for normalised weights (`hw`) and every `E` there is exactly one family `F` of cluster functions that sums to `E` at every configuration.

- `ι` is the finite set of sites, and `σ i` is the finite species set of site `i`, not a spin variable. Species sets may differ between sites.
- A cluster is any `Finset ι`, connected or not, including the empty one, whose term is the constant $m_\emptyset$.
- `IsClusterFunction` combines dependence on `S` alone with zero `siteAvg` at each site of `S`, whatever the other species are.
- `freeze T x y` is $x_Ty$, `condAvg` is $m_T$, and `clusterTerm` is $F_S$.

`eq_clusterTerm` adds the explicit formula, and `clusterTerm_eq_zero` is locality, which needs no normalisation.

It is left to the physicist to choose the weights and to assign one energy to each occupation of fixed sites, for example after relaxing the atoms. Truncating the sum and letting the crystal become infinite are separate questions.

```lean
import Mathlib

open Finset Function

namespace BasisFreeClusterExpansion

noncomputable section

variable {ι : Type*} [DecidableEq ι]

/-- The inclusion–exclusion sum of a cluster quantity `g` over all subclusters `T` of `S`,
with sign `(-1)^(|S| + |T|)`. -/
def altSum (g : Finset ι → ℝ) (S : Finset ι) : ℝ :=
  ∑ T ∈ S.powerset, (-1) ^ (S.card + T.card) * g T

/-- Adding a new site `a` to a cluster turns the inclusion–exclusion sum into a difference:
subclusters with `a` minus subclusters without `a`. -/
theorem altSum_insert (g : Finset ι → ℝ) {a : ι} {S : Finset ι} (ha : a ∉ S) :
    altSum g (insert a S) = altSum (fun T => g (insert a T)) S - altSum g S := by
  unfold altSum
  rw [sum_powerset_insert ha, card_insert_of_notMem ha, sub_eq_neg_add, ← sum_neg_distrib]
  congr 1
  · refine sum_congr rfl fun T _ => ?_
    ring
  · refine sum_congr rfl fun T hT => ?_
    have haT : a ∉ T := fun h => ha (mem_powerset.1 hT h)
    rw [card_insert_of_notMem haT]
    ring

/-- Summing the inclusion–exclusion sums of `g` over all subclusters of `U` returns `g U`. -/
theorem sum_altSum (g : Finset ι → ℝ) (U : Finset ι) :
    ∑ S ∈ U.powerset, altSum g S = g U := by
  induction U using Finset.induction_on generalizing g with
  | empty => simp [altSum]
  | insert a U ha ih =>
    have h : ∑ S ∈ U.powerset, altSum g (insert a S) = g (insert a U) - g U := by
      calc _ = ∑ S ∈ U.powerset, (altSum (fun T => g (insert a T)) S - altSum g S) :=
            sum_congr rfl fun S hS => altSum_insert g fun h => ha (mem_powerset.1 hS h)
        _ = _ := by rw [sum_sub_distrib, ih, ih]
    rw [sum_powerset_insert ha, h, ih]
    ring

/-- A configuration places one species on every site. -/
abbrev Config (σ : ι → Type*) := ∀ i, σ i

variable {σ : ι → Type*}

/-- The configuration with the species of `x` on the cluster `T` and those of `y` elsewhere. -/
def freeze (T : Finset ι) (x y : Config σ) : Config σ := fun j => if j ∈ T then x j else y j

/-- The function `F` depends only on the species in the cluster `S`. -/
def DependsOnlyOn (S : Finset ι) (F : Config σ → ℝ) : Prop :=
  ∀ x y : Config σ, (∀ i ∈ S, x i = y i) → F x = F y

variable [Fintype ι] [∀ i, Fintype (σ i)]

/-- The weighted average of `F` over the species on site `i`, all other species being fixed. -/
def siteAvg (w : ∀ i, σ i → ℝ) (i : ι) (F : Config σ → ℝ) (x : Config σ) : ℝ :=
  ∑ a, w i a * F (update x i a)

/-- The average of `E` under the product weight with the species on `T` held fixed. -/
def condAvg (w : ∀ i, σ i → ℝ) (T : Finset ι) (E : Config σ → ℝ) (x : Config σ) : ℝ :=
  ∑ y : Config σ, (∏ i, w i (y i)) * E (freeze T x y)

/-- A cluster function of `S` depends only on the species in `S` and has zero weighted average
over each single site of `S`. -/
structure IsClusterFunction (w : ∀ i, σ i → ℝ) (S : Finset ι) (F : Config σ → ℝ) : Prop where
  depends : DependsOnlyOn S F
  avg_zero : ∀ i ∈ S, ∀ x, siteAvg w i F x = 0

/-- The term of cluster `S` in the energy `E`: the inclusion–exclusion sum of the conditional
averages of `E` over the subclusters of `S`. -/
def clusterTerm (w : ∀ i, σ i → ℝ) (E : Config σ → ℝ) (S : Finset ι) (x : Config σ) : ℝ :=
  altSum (fun T => condAvg w T E x) S

variable {w : ∀ i, σ i → ℝ}

/-- For weights that sum to one at each site, averaging first over one site does not change the
average over all configurations. -/
theorem sum_siteAvg (hw : ∀ i, ∑ a, w i a = 1) (i : ι) (G : Config σ → ℝ) :
    ∑ y : Config σ, (∏ j, w j (y j)) * siteAvg w i G y
      = ∑ y : Config σ, (∏ j, w j (y j)) * G y := by
  -- exchange the species on site `i` with the averaged one
  have he : Involutive (fun p : Config σ × σ i => ((update p.1 i p.2, p.1 i) : Config σ × σ i)) := by
    rintro ⟨y, a⟩
    simp
  have hk : ∀ (y : Config σ) (a : σ i),
      (∏ j, w j (update y i a j)) * w i (y i) = (∏ j, w j (y j)) * w i a := by
    intro y a
    have h1 : ∏ j, w j (update y i a j)
        = w i (update y i a i) * ∏ j ∈ univ.erase i, w j (update y i a j) :=
      (mul_prod_erase univ (fun j => w j (update y i a j)) (mem_univ i)).symm
    have h2 : ∏ j, w j (y j) = w i (y i) * ∏ j ∈ univ.erase i, w j (y j) :=
      (mul_prod_erase univ (fun j => w j (y j)) (mem_univ i)).symm
    have h3 : ∏ j ∈ univ.erase i, w j (update y i a j) = ∏ j ∈ univ.erase i, w j (y j) :=
      prod_congr rfl fun j hj => by rw [update_of_ne (ne_of_mem_erase hj)]
    rw [h1, h2, h3, update_self]
    ring
  calc _ = ∑ p : Config σ × σ i, (∏ j, w j (p.1 j)) * w i p.2 * G (update p.1 i p.2) := by
        rw [Fintype.sum_prod_type]
        simp only [siteAvg, mul_sum, mul_assoc]
    _ = ∑ p : Config σ × σ i, (∏ j, w j (p.1 j)) * w i p.2 * G p.1 := by
        refine Eq.trans ?_ (Equiv.sum_comp he.toPerm
          (fun p : Config σ × σ i => (∏ j, w j (p.1 j)) * w i p.2 * G p.1))
        refine sum_congr rfl fun p _ => ?_
        change _ = (∏ j, w j (update p.1 i p.2 j)) * w i (p.1 i) * G (update p.1 i p.2)
        rw [hk]
    _ = _ := by
        rw [Fintype.sum_prod_type]
        refine sum_congr rfl fun y _ => ?_
        dsimp only
        rw [← sum_mul, ← mul_sum, hw i, mul_one]

/-- For weights that sum to one at each site, a function of the species in `S` is unchanged by
the conditional average that fixes a cluster `T` containing `S`. -/
theorem condAvg_of_subset (hw : ∀ i, ∑ a, w i a = 1) {S T : Finset ι} (hST : S ⊆ T)
    {F : Config σ → ℝ} (hF : DependsOnlyOn S F) (x : Config σ) : condAvg w T F x = F x := by
  have h1 : ∑ y : Config σ, ∏ i, w i (y i) = 1 := by
    have h : ∏ i, ∑ a, w i a = ∑ y : Config σ, ∏ i, w i (y i) := by
      rw [prod_univ_sum, Fintype.piFinset_univ]
    rw [← h]
    simp [hw]
  have h2 : ∀ y, F (freeze T x y) = F x := fun y =>
    hF _ _ fun i hi => by simp [freeze, hST hi]
  simp only [condAvg, h2]
  rw [← sum_mul, h1, one_mul]

/-- For weights that sum to one at each site, averaging over a fixed site `i ∉ T` releases it: the
conditional average on `T ∪ {i}` becomes the one on `T`. -/
theorem siteAvg_condAvg (hw : ∀ i, ∑ a, w i a = 1) {i : ι} {T : Finset ι} (hi : i ∉ T)
    (E : Config σ → ℝ) (x : Config σ) :
    siteAvg w i (condAvg w (insert i T) E) x = condAvg w T E x := by
  have h : ∀ (y : Config σ) (a : σ i),
      freeze (insert i T) (update x i a) y = freeze T x (update y i a) := by
    intro y a
    funext j
    by_cases hj : j = i
    · subst hj
      simp [freeze, hi]
    · simp [freeze, hj]
  refine Eq.trans ?_ (sum_siteAvg hw i (fun y => E (freeze T x y)))
  simp only [siteAvg, condAvg, h, mul_sum]
  rw [sum_comm]
  exact sum_congr rfl fun y _ => sum_congr rfl fun a _ => by ring

/-- For weights that sum to one at each site, the term of cluster `S` depends only on the species
in `S` and has zero average over each site of `S`. -/
theorem isClusterFunction_clusterTerm (hw : ∀ i, ∑ a, w i a = 1) (E : Config σ → ℝ)
    (S : Finset ι) : IsClusterFunction w S (clusterTerm w E S) := by
  have hdep : ∀ (T : Finset ι) (x y : Config σ), (∀ i ∈ T, x i = y i) →
      condAvg w T E x = condAvg w T E y := by
    intro T x y hxy
    have h : ∀ z, freeze T x z = freeze T y z := by
      intro z
      funext j
      by_cases hj : j ∈ T
      · simp [freeze, hj, hxy j hj]
      · simp [freeze, hj]
    simp only [condAvg, h]
  refine ⟨fun x y hxy => sum_congr rfl fun T hT => ?_, fun i hi x => ?_⟩
  · exact congrArg _ (hdep T x y fun i hi => hxy i (mem_powerset.1 hT hi))
  · obtain ⟨R, hiR, rfl⟩ : ∃ R, i ∉ R ∧ insert i R = S :=
      ⟨S.erase i, by simp, insert_erase hi⟩
    have h : siteAvg w i (clusterTerm w E (insert i R)) x
        = altSum (fun T => siteAvg w i (condAvg w T E) x) (insert i R) := by
      simp only [siteAvg, clusterTerm, altSum, mul_sum]
      rw [sum_comm]
      exact sum_congr rfl fun T _ => sum_congr rfl fun a _ => by ring
    -- subclusters with and without `i` cancel in pairs
    rw [h, altSum_insert _ hiR, sub_eq_zero]
    refine sum_congr rfl fun T hT => congrArg _ ?_
    have hiT : i ∉ T := fun h => hiR (mem_powerset.1 hT h)
    have h2 : ∀ a, condAvg w T E (update x i a) = condAvg w T E x := fun a =>
      hdep T _ _ fun j hj => by
        have hji : j ≠ i := fun e => hiT (e ▸ hj)
        exact update_of_ne hji _ _
    change siteAvg w i (condAvg w (insert i T) E) x = siteAvg w i (condAvg w T E) x
    rw [siteAvg_condAvg hw hiT]
    simp only [siteAvg, h2]
    rw [← sum_mul, hw i, one_mul]

/-- For weights that sum to one at each site, any decomposition of `E` into cluster functions
has the terms given by inclusion–exclusion of conditional averages. -/
theorem eq_clusterTerm (hw : ∀ i, ∑ a, w i a = 1) {E : Config σ → ℝ}
    {F : Finset ι → Config σ → ℝ} (hF : ∀ S, IsClusterFunction w S (F S))
    (hE : ∀ x, E x = ∑ S, F S x) (S : Finset ι) (x : Config σ) :
    F S x = clusterTerm w E S x := by
  -- a conditional average removes every cluster that is not fully fixed
  have hzero : ∀ T R : Finset ι, ¬ R ⊆ T → condAvg w T (F R) x = 0 := by
    intro T R hRT
    obtain ⟨i, hiR, hiT⟩ := not_subset.1 hRT
    refine (sum_siteAvg hw i (fun y => F R (freeze T x y))).symm.trans ?_
    refine sum_eq_zero fun y _ => ?_
    have h : ∀ a, freeze T x (update y i a) = update (freeze T x y) i a := by
      intro a
      funext j
      by_cases hj : j = i
      · subst hj
        simp [freeze, hiT]
      · simp [freeze, hj]
    have h0 := (hF R).avg_zero i hiR (freeze T x y)
    simp only [siteAvg] at h0 ⊢
    simp only [h, h0, mul_zero]
  have hcum : ∀ T : Finset ι, condAvg w T E x = ∑ R ∈ T.powerset, F R x := by
    intro T
    calc condAvg w T E x = ∑ R, condAvg w T (F R) x := by
          simp only [condAvg, hE, mul_sum]
          rw [sum_comm]
      _ = ∑ R ∈ T.powerset, condAvg w T (F R) x :=
          (sum_subset (subset_univ _) fun R _ hR =>
            hzero T R fun h => hR (mem_powerset.2 h)).symm
      _ = _ := sum_congr rfl fun R hR =>
          condAvg_of_subset hw (mem_powerset.1 hR) (hF R).depends x
  -- equal sums over subclusters force equal terms
  induction S using Finset.strongInduction with
  | H S ih =>
    have h : ∑ R ∈ S.powerset, clusterTerm w E R x = ∑ R ∈ S.powerset, F R x :=
      (sum_altSum (fun T => condAvg w T E x) S).trans (hcum S)
    have h1 : F S x + ∑ R ∈ S.powerset.erase S, F R x = ∑ R ∈ S.powerset, F R x :=
      add_sum_erase _ (fun R => F R x) (mem_powerset_self S)
    have h2 : clusterTerm w E S x + ∑ R ∈ S.powerset.erase S, clusterTerm w E R x
        = ∑ R ∈ S.powerset, clusterTerm w E R x :=
      add_sum_erase _ (fun R => clusterTerm w E R x) (mem_powerset_self S)
    have h3 : ∑ R ∈ S.powerset.erase S, F R x
        = ∑ R ∈ S.powerset.erase S, clusterTerm w E R x :=
      sum_congr rfl fun R hR => ih R (Finset.ssubset_iff_subset_ne.2
        ⟨mem_powerset.1 (mem_of_mem_erase hR), ne_of_mem_erase hR⟩)
    linarith

/-- For weights that sum to one at each site, every energy is uniquely a sum over clusters `S` of
functions that depend only on the species in `S` and average to zero over each site of `S`. -/
theorem existsUnique_cluster_decomposition (hw : ∀ i, ∑ a, w i a = 1) (E : Config σ → ℝ) :
    ∃! F : Finset ι → Config σ → ℝ,
      (∀ S, IsClusterFunction w S (F S)) ∧ ∀ x, E x = ∑ S, F S x := by
  refine ⟨clusterTerm w E, ⟨isClusterFunction_clusterTerm hw E, fun x => ?_⟩, ?_⟩
  · have hdep : DependsOnlyOn univ E := fun y z h =>
      congrArg E (funext fun i => h i (mem_univ i))
    rw [← powerset_univ]
    exact ((sum_altSum (fun T => condAvg w T E x) univ).trans
      (condAvg_of_subset hw (Subset.refl _) hdep x)).symm
  · rintro F ⟨hF, hE⟩
    funext S x
    exact eq_clusterTerm hw hF hE S x

/-- If the energy depends only on the species in `U`, the term of every cluster not contained
in `U` vanishes. -/
theorem clusterTerm_eq_zero {U S : Finset ι} {E : Config σ → ℝ} (hE : DependsOnlyOn U E)
    (hS : ¬ S ⊆ U) (x : Config σ) : clusterTerm w E S x = 0 := by
  obtain ⟨i, hi, hiU⟩ := not_subset.1 hS
  obtain ⟨R, hiR, rfl⟩ : ∃ R, i ∉ R ∧ insert i R = S :=
    ⟨S.erase i, by simp, insert_erase hi⟩
  unfold clusterTerm
  rw [altSum_insert _ hiR, sub_eq_zero]
  -- fixing the irrelevant site `i` changes no conditional average
  refine sum_congr rfl fun T _ => congrArg _ (sum_congr rfl fun y _ => congrArg _ ?_)
  refine hE _ _ fun j hj => ?_
  have hji : j ≠ i := fun e => hiU (e ▸ hj)
  simp [freeze, hji]

end

end BasisFreeClusterExpansion
```

```lean
#print axioms BasisFreeClusterExpansion.existsUnique_cluster_decomposition
#print axioms BasisFreeClusterExpansion.clusterTerm_eq_zero
```

```
'BasisFreeClusterExpansion.existsUnique_cluster_decomposition' depends on axioms: [propext, Classical.choice, Quot.sound]
'BasisFreeClusterExpansion.clusterTerm_eq_zero' depends on axioms: [propext, Classical.choice, Quot.sound]
```

## From the derivation to the proof

`altSum_insert` is the bracket formula for a general quantity `g`, and `sum_altSum` is the induction on $U$. It generalises over `g` because the hypothesis is used for two different quantities.

`siteAvg_condAvg` releases a fixed site. `isClusterFunction_clusterTerm` writes `S` as `insert i R` and cancels the pairs. In `eq_clusterTerm`, `hzero` removes clusters not contained in `T`, `hcum` gives the sum over subclusters, and strong induction with `linarith` isolates the term of `S`. The main theorem combines these results.

## An exchange that is its own inverse

`sum_siteAvg` must reorder a sum over pairs $(y,a)$. One could split a configuration into site $i$ and the rest. The proof instead keeps configurations whole and uses the map $(y,a)\mapsto(y^{i\to a},y_i)$. Applied twice, it restores the pair, which is what `Involutive` records. `he.toPerm` turns it into a permutation, and `Equiv.sum_comp` says that a permutation leaves a finite sum unchanged.

## Orthogonality of the terms

The same averaging argument shows by hand that $\sum_yP(y)F_S(y)F_R(y)=0$ for $S\ne R$. Choose a site in one cluster but not the other and average over it first: one factor is constant there and the other averages to zero. For nonnegative weights, the variance of $E$ in the random alloy is therefore $\sum_{S\neq\emptyset}\sum_yP(y)F_S(y)^2$, one contribution per cluster.
